# Inside the band, the self-energy of a semi-infinite chain lies within $c|E|/(\sqrt2\,h)$ of $-ic$

Let a single level be attached to the end of a semi-infinite chain with hopping $h>0$, through a coupling whose square is $ch$ with $c\ge 0$. At a real energy $E$ with $|E|\le 2h$, measured from the band centre, the retarded self-energy of the level is

$$S=ch\,\frac{E-i\sqrt{4h^2-E^2}}{2h^2},\qquad\text{and}\qquad |S+ic|\le\frac{c|E|}{\sqrt2\,h}.$$

Hence $S\to -ic$ as $h\to\infty$ at fixed $c$ and $E$. In quantum transport this constant is the wide-band self-energy, usually written $-i\Gamma/2$, so $c=\Gamma/2$; the estimate applies to one non-interacting level and one single-channel lead.

```lean
import Mathlib

open Filter Topology

namespace WideBandLimit

noncomputable section
```

## The chain, the coupling and the level

Removing the first site of a semi-infinite chain leaves the same chain. With site energy zero, its surface Green function $g$ therefore satisfies $g=1/(E-h^2g)$, or $h^2g^2-Eg+1=0$. In the band the roots are $(E\pm i s)/(2h^2)$ with $s=\sqrt{4h^2-E^2}$, and the retarded one has the non-positive imaginary part:

$$g=\frac{E-is}{2h^2}.$$

The file takes this formula as the definition of `surfaceGreen`; the recursion and the choice of branch are the physical input. The parameters `h` and `E` are real and the value is complex. Lean's real square root is zero for negative arguments, so the definition represents the chain only for $|E|\le 2h$.

```lean
/-- Retarded surface Green function of a semi-infinite chain with hopping `h`, at an energy `E`
in the band. -/
def surfaceGreen (h E : ℝ) : ℂ :=
  ((E : ℂ) - Complex.I * (√(4 * h ^ 2 - E ^ 2) : ℝ)) / (2 * (h : ℂ) ^ 2)
```

A level coupled to the end site by an amplitude $V$ acquires the self-energy $V^2g$. Setting $V^2=ch$ fixes how the coupling scales: at the band centre $g=-i/h$, so $S=-ic$ there for every $h$, and the broadening stays constant as the band widens. At fixed $V$ the self-energy would instead vanish like $1/h$.

```lean
/-- Self-energy of a level attached to the end of a chain with hopping `h`, where the square of the
coupling between the level and the chain is `c * h`. -/
def selfEnergy (c h E : ℝ) : ℂ := (c : ℂ) * h * surfaceGreen h E
```

The Green function of a level at energy $\varepsilon$ is $G=1/(E-\varepsilon-S)$. The self-energy is an argument of the definition, so the exact and the wide-band value can be inserted in the same expression.

```lean
/-- Green function at energy `E` of a single level of energy `ε` with self-energy `S`. -/
def levelGreen (ε E : ℝ) (S : ℂ) : ℂ := 1 / ((E : ℂ) - ε - S)
```

## Level shift and broadening

Cancelling one factor of $h$ gives

$$S=\frac{cE}{2h}-i\,\frac{cs}{2h}.$$

The real part shifts the level and the imaginary part broadens it. The proof names the square root `s`, establishes this form as `key`, and reads off the two components.

```lean
/-- The real part (level shift) and the imaginary part (level broadening) of the self-energy. -/
theorem selfEnergy_parts (c E : ℝ) {h : ℝ} (hh : 0 < h) :
    (selfEnergy c h E).re = c * E / (2 * h) ∧
      (selfEnergy c h E).im = -(c * √(4 * h ^ 2 - E ^ 2) / (2 * h)) := by
  have hne : (h : ℂ) ≠ 0 := by exact_mod_cast hh.ne'
  unfold selfEnergy surfaceGreen
  generalize √(4 * h ^ 2 - E ^ 2) = s
  have key : (c : ℂ) * h * (((E : ℂ) - Complex.I * (s : ℂ)) / (2 * (h : ℂ) ^ 2))
      = ((c * E / (2 * h) : ℝ) : ℂ) - ((c * s / (2 * h) : ℝ) : ℂ) * Complex.I := by
    push_cast
    field_simp
  rw [key]
  constructor <;>
    simp only [Complex.sub_re, Complex.sub_im, Complex.mul_re, Complex.mul_im,
      Complex.ofReal_re, Complex.ofReal_im, Complex.I_re, Complex.I_im] <;> ring
```

## The exact distance from $-ic$

Adding $ic$ changes only the imaginary part:

$$S+ic=\frac{cE}{2h}+i\,\frac{c(2h-s)}{2h},\qquad |S+ic|^2=\frac{c^2\left[E^2+(2h-s)^2\right]}{4h^2}.$$

In the band $E^2=4h^2-s^2$, so

$$E^2+(2h-s)^2=8h^2-4hs=4h(2h-s),$$

and therefore

$$|S+ic|^2=\frac{c^2(2h-s)}{h}.$$

The hypothesis $|E|\le 2h$ enters through `hs`, which says that the square of the root is $4h^2-E^2$. The collapse of the sum of squares is `hsum`. The sign of $c$ plays no part here.

```lean
/-- Exact squared distance between the self-energy and its wide-band value `-ic`,
for energies in the closed band. -/
theorem sq_norm_deviation (c : ℝ) {h E : ℝ} (hh : 0 < h) (hE : |E| ≤ 2 * h) :
    ‖selfEnergy c h E + Complex.I * c‖ ^ 2
      = c ^ 2 * (2 * h - √(4 * h ^ 2 - E ^ 2)) / h := by
  obtain ⟨h1, h2⟩ := abs_le.mp hE
  have hs : √(4 * h ^ 2 - E ^ 2) ^ 2 = 4 * h ^ 2 - E ^ 2 :=
    Real.sq_sqrt (by
      nlinarith [mul_nonneg (sub_nonneg.2 h2) (by linarith : 0 ≤ 2 * h + E)])
  obtain ⟨hre, him⟩ := selfEnergy_parts c E hh
  rw [Complex.sq_norm, Complex.normSq_apply, Complex.add_re, Complex.add_im, hre, him]
  simp only [Complex.mul_re, Complex.mul_im, Complex.ofReal_re, Complex.ofReal_im,
    Complex.I_re, Complex.I_im]
  generalize √(4 * h ^ 2 - E ^ 2) = s at hs ⊢
  -- the band relation s² + E² = 4h² collapses the sum of squares
  have hsum : E ^ 2 + (2 * h - s) ^ 2 = 4 * h * (2 * h - s) := by
    linear_combination hs
  calc _ = c ^ 2 * (E ^ 2 + (2 * h - s) ^ 2) / (4 * h ^ 2) := by
        field_simp
        ring
    _ = c ^ 2 * (2 * h - s) / h := by
        rw [hsum]
        field_simp
```

## The error bound

The band relation factorises as $E^2=(2h-s)(2h+s)$. Since $0\le s\le 2h$, replacing $2h+s$ by the smaller $2h$ gives $(2h-s)\,2h\le E^2$, so

$$|S+ic|^2=\frac{c^2(2h-s)}{h}\le\frac{c^2E^2}{2h^2}.$$

Both $|S+ic|$ and $c|E|/(\sqrt2\,h)$ are non-negative, so taking roots gives the bound. In Lean, `sq_le_sq₀` passes to squares, `div_le_div_iff₀` clears the denominators, and `key` is the inequality $(2h-s)\,2h\le E^2$, which the last line multiplies by $c^2h$.

```lean
/-- Quantitative wide-band limit: in the band, the self-energy differs from `-ic` by at most
`c |E| / (√2 h)`. -/
theorem wide_band_bound {c h E : ℝ} (hc : 0 ≤ c) (hh : 0 < h) (hE : |E| ≤ 2 * h) :
    ‖selfEnergy c h E + Complex.I * c‖ ≤ c * |E| / (√2 * h) := by
  obtain ⟨h1, h2⟩ := abs_le.mp hE
  have hs : √(4 * h ^ 2 - E ^ 2) ^ 2 = 4 * h ^ 2 - E ^ 2 :=
    Real.sq_sqrt (by
      nlinarith [mul_nonneg (sub_nonneg.2 h2) (by linarith : 0 ≤ 2 * h + E)])
  have hs0 : 0 ≤ √(4 * h ^ 2 - E ^ 2) := Real.sqrt_nonneg _
  have hs2 : √(4 * h ^ 2 - E ^ 2) ≤ 2 * h :=
    Real.sqrt_le_iff.2 ⟨by positivity, by nlinarith [sq_nonneg E]⟩
  refine (sq_le_sq₀ (norm_nonneg _) (by positivity)).1 ?_
  rw [sq_norm_deviation c hh hE, div_pow, mul_pow, mul_pow, sq_abs,
    Real.sq_sqrt (by norm_num : (0 : ℝ) ≤ 2), div_le_div_iff₀ hh (by positivity)]
  generalize √(4 * h ^ 2 - E ^ 2) = s at hs hs0 hs2 ⊢
  -- E² = (2h - s)(2h + s) is at least (2h - s) 2h
  have key : (2 * h - s) * (2 * h) ≤ E ^ 2 := by
    nlinarith [mul_nonneg (sub_nonneg.2 hs2) hs0]
  have hch : 0 ≤ c ^ 2 * h := by positivity
  nlinarith [mul_le_mul_of_nonneg_left key hch]
```

## The order $1/h$ and the constant $1/\sqrt2$

The modulus of a complex number is at least that of its real part. The real part of $S+ic$ is $cE/(2h)$, so

$$\frac{c|E|}{2h}\le|S+ic|.$$

For $c>0$ and a fixed $E\ne0$, the error therefore decays no faster than $1/h$. The upper and lower bounds differ by a factor $\sqrt2$.

```lean
/-- The deviation from the wide-band value is at least `c |E| / (2h)`. -/
theorem wide_band_lower_bound {c h : ℝ} (E : ℝ) (hc : 0 ≤ c) (hh : 0 < h) :
    c * |E| / (2 * h) ≤ ‖selfEnergy c h E + Complex.I * c‖ := by
  have hre : (selfEnergy c h E + Complex.I * c).re = c * E / (2 * h) := by
    rw [Complex.add_re, (selfEnergy_parts c E hh).1]
    simp only [Complex.mul_re, Complex.ofReal_re, Complex.ofReal_im, Complex.I_re, Complex.I_im]
    ring
  have hb := Complex.abs_re_le_norm (selfEnergy c h E + Complex.I * c)
  rwa [hre, abs_div, abs_mul, abs_of_nonneg hc, abs_of_pos (by positivity : 0 < 2 * h)] at hb
```

At the band edge $E=2h$ the root $s$ vanishes. The exact formula gives $|S+ic|^2=2c^2$, and the bound gives $c\cdot 2h/(\sqrt2\,h)=\sqrt2\,c$, the same modulus. For $c>0$, no constant smaller than $1/\sqrt2$ can serve the whole closed band.

```lean
/-- At the upper band edge `E = 2h` the wide-band error bound is an equality. -/
theorem wide_band_bound_sharp {c h : ℝ} (hc : 0 ≤ c) (hh : 0 < h) :
    ‖selfEnergy c h (2 * h) + Complex.I * c‖ = c * |2 * h| / (√2 * h) := by
  have hE : |2 * h| ≤ 2 * h := (abs_of_pos (by positivity)).le
  have h0 : 4 * h ^ 2 - (2 * h) ^ 2 = 0 := by ring
  refine (sq_eq_sq₀ (norm_nonneg _) (by positivity)).1 ?_
  rw [sq_norm_deviation c hh hE, h0, Real.sqrt_zero, div_pow, mul_pow, mul_pow, sq_abs,
    Real.sq_sqrt (by norm_num : (0 : ℝ) ≤ 2)]
  field_simp
  ring
```

The same factorisation yields a neighbouring result, derived here by hand only. Inserting $2h-s=E^2/(2h+s)$ in the exact distance gives

$$|S+ic|=\frac{c|E|}{\sqrt{h(2h+s)}}.$$

At fixed $E$, $s/(2h)\to1$ as $h$ grows, so for $c>0$ and $E\ne0$ the ratio of the error to the lower bound $c|E|/(2h)$ tends to 1.

## The limit of a wide band

Fix $c\ge0$ and $E$. Once $h>0$ and $h\ge|E|$, the energy lies in the band and

$$0\le|S+ic|\le\frac{c|E|}{\sqrt2}\cdot\frac1h\longrightarrow0.$$

In the statement, `atTop` means that the real parameter $h$ grows without bound, and `𝓝 (-(Complex.I * c))` is the neighbourhood filter of $-ic$. The proof turns convergence into convergence of the norm of the difference and squeezes that norm with `squeeze_zero'`. The bound is needed only for sufficiently large $h$, which is what `filter_upwards` supplies.

```lean
/-- At fixed `c` and fixed energy, the self-energy tends to `-ic` as the hopping `h` grows. -/
theorem selfEnergy_tendsto {c : ℝ} (E : ℝ) (hc : 0 ≤ c) :
    Tendsto (fun h : ℝ => selfEnergy c h E) atTop (𝓝 (-(Complex.I * c))) := by
  rw [tendsto_iff_norm_sub_tendsto_zero]
  have hlim : Tendsto (fun h : ℝ => c * |E| / √2 * h⁻¹) atTop (𝓝 0) := by
    have h0 := (tendsto_inv_atTop_zero (𝕜 := ℝ)).const_mul (c * |E| / √2)
    rwa [mul_zero] at h0
  refine squeeze_zero' (Eventually.of_forall fun h => norm_nonneg _) ?_ hlim
  -- once h exceeds |E| the energy lies in the band and the bound applies
  filter_upwards [eventually_gt_atTop (0 : ℝ), eventually_ge_atTop |E|] with h h0 h1
  rw [sub_neg_eq_add]
  exact (wide_band_bound hc h0 (by linarith)).trans_eq (by ring)
```

## The error in the level's Green function

Let $A=E-\varepsilon-S$ and $B=E-\varepsilon+ic$ be the exact and the wide-band denominators. Then

$$\frac1A-\frac1B=\frac{B-A}{AB}=\frac{S+ic}{AB}.$$

Their imaginary parts are $cs/(2h)$ and $c$, whatever $\varepsilon$ is. For $c>0$ and $|E|<2h$ both are positive, so $|A|\ge cs/(2h)$, $|B|\ge c$, and

$$\left|\frac1A-\frac1B\right|\le\frac{c|E|}{\sqrt2\,h}\cdot\frac{2h}{c^2s}=\frac{\sqrt2\,|E|}{c\sqrt{4h^2-E^2}}.$$

For this non-interacting level and this lead, the estimate limits the error that a constant self-energy causes in the Green function at a single energy inside the band, and it is uniform in the level position. It weakens towards the band edges, where $s$ tends to zero.

In the proof, `hA` and `hB` are the two lower bounds and `hdiff` is the difference of reciprocals. The final `calc` combines them with `wide_band_bound` and simplifies the quotient.

```lean
/-- Replacing the self-energy by `-ic` changes the Green function of a level, whatever its
energy `ε`, by at most `√2 |E| / (c √(4h² - E²))` inside the band. -/
theorem levelGreen_wide_band_error {c h E : ℝ} (ε : ℝ) (hc : 0 < c) (hh : 0 < h)
    (hE : |E| < 2 * h) :
    ‖levelGreen ε E (selfEnergy c h E) - levelGreen ε E (-(Complex.I * c))‖
      ≤ √2 * |E| / (c * √(4 * h ^ 2 - E ^ 2)) := by
  obtain ⟨h1, h2⟩ := abs_lt.mp hE
  have hs : 0 < √(4 * h ^ 2 - E ^ 2) :=
    Real.sqrt_pos.2 (by nlinarith [mul_pos (sub_pos.2 h2) (by linarith : 0 < 2 * h + E)])
  have hp : 0 < c * √(4 * h ^ 2 - E ^ 2) / (2 * h) :=
    div_pos (mul_pos hc hs) (by positivity)
  -- both denominators are bounded below by their imaginary parts
  have hA : c * √(4 * h ^ 2 - E ^ 2) / (2 * h) ≤ ‖(E : ℂ) - ε - selfEnergy c h E‖ := by
    have him : ((E : ℂ) - ε - selfEnergy c h E).im
        = c * √(4 * h ^ 2 - E ^ 2) / (2 * h) := by
      rw [Complex.sub_im, Complex.sub_im, Complex.ofReal_im, Complex.ofReal_im,
        (selfEnergy_parts c E hh).2]
      ring
    exact him.symm.le.trans ((le_abs_self _).trans (Complex.abs_im_le_norm _))
  have hB : c ≤ ‖(E : ℂ) - ε - -(Complex.I * c)‖ := by
    have him : ((E : ℂ) - ε - -(Complex.I * c)).im = c := by
      simp only [Complex.sub_im, Complex.neg_im, Complex.mul_im, Complex.ofReal_re,
        Complex.ofReal_im, Complex.I_re, Complex.I_im]
      ring
    exact him.symm.le.trans ((le_abs_self _).trans (Complex.abs_im_le_norm _))
  have hA0 := norm_pos_iff.1 (hp.trans_le hA)
  have hB0 := norm_pos_iff.1 (hc.trans_le hB)
  have hdiff : levelGreen ε E (selfEnergy c h E) - levelGreen ε E (-(Complex.I * c))
      = (selfEnergy c h E + Complex.I * c)
        / (((E : ℂ) - ε - selfEnergy c h E) * ((E : ℂ) - ε - -(Complex.I * c))) := by
    unfold levelGreen
    rw [div_sub_div _ _ hA0 hB0]
    congr 1
    ring
  have h22 : √2 * √2 = (2 : ℝ) := Real.mul_self_sqrt (by norm_num)
  have he : c * |E| / (√2 * h) = √2 * c * |E| / (2 * h) := by
    rw [div_eq_div_iff (by positivity) (by positivity)]
    linear_combination (-(c * |E| * h)) * h22
  rw [hdiff, norm_div, norm_mul]
  calc _ ≤ (c * |E| / (√2 * h)) / (c * √(4 * h ^ 2 - E ^ 2) / (2 * h) * c) :=
        div_le_div₀ (by positivity) (wide_band_bound hc.le hh hE.le) (mul_pos hp hc)
          (mul_le_mul hA hB hc.le (norm_nonneg _))
    _ = √2 * |E| / (c * √(4 * h ^ 2 - E ^ 2)) := by
        rw [he]
        clear hA hB hA0 hB0 hdiff hp
        generalize √(4 * h ^ 2 - E ^ 2) = s at hs ⊢
        field_simp

end

end WideBandLimit
```

The strict inequality $|E|<2h$ matters here, although the bound on $S$ itself includes the edge. Take $h=c=1$ and $E=2$. Then $S=1$ is real, and a level at $\varepsilon=1+\delta$ with $\delta\ne0$ has the exact Green function $1/(2-1-\delta-1)=-1/\delta$. The wide-band one is $1/(1-\delta+i)$, which stays bounded as $\delta\to0$. The difference grows without limit, so at the band edge no finite bound holds for all level energies.

```lean
#print axioms WideBandLimit.wide_band_lower_bound
#print axioms WideBandLimit.wide_band_bound_sharp
#print axioms WideBandLimit.selfEnergy_tendsto
#print axioms WideBandLimit.levelGreen_wide_band_error
```

```
'WideBandLimit.wide_band_lower_bound' depends on axioms: [propext, Classical.choice, Quot.sound]
'WideBandLimit.wide_band_bound_sharp' depends on axioms: [propext, Classical.choice, Quot.sound]
'WideBandLimit.selfEnergy_tendsto' depends on axioms: [propext, Classical.choice, Quot.sound]
'WideBandLimit.levelGreen_wide_band_error' depends on axioms: [propext, Classical.choice, Quot.sound]
```
